# The quadratic energy of finitely many electrode charges with zero sum is bounded below at all site potentials exactly when every nonzero neutral charge pattern has positive interaction energy

In many classical constant-potential simulations, the electrode charges are found at each configuration of the electrolyte by minimising a quadratic energy, often with the total charge held at zero. A linear solver can return a stationary point of this energy that is not a minimum. Before trusting the charges, one should therefore know that the energy has a lower bound. For a finite set of atoms with a fixed interaction matrix, the test below settles this for all potentials at the individual atoms at once.

Let \(q_i\) be the charge on electrode atom \(i\), \(v_i\) the site potential that acts on it, and \(A\) the real interaction matrix. Its diagonal holds the self-interactions, set for example by the width of a Gaussian charge or by a chemical hardness. Its off-diagonal elements hold the interactions between atoms. The energy is

\[
E(q)=\tfrac12\,q\cdot Aq-q\cdot v .
\]

The site potential \(v_i\) is the potential applied to atom \(i\) minus the electrostatic potential that the electrolyte produces there. Below, "bias" means the whole vector \(v\), which may differ from atom to atom, and "interaction energy" means \(q\cdot Aq\), without the factor one half.

```lean
import Mathlib

open Matrix

namespace ConstantPotentialStability

noncomputable section

variable {n : Type*} [Fintype n]

/-- The energy `q·Aq/2 - q·v` of electrode charges `q` with interaction matrix `A`
at site potentials `v`. -/
def energy (A : Matrix n n ℝ) (v q : n → ℝ) : ℝ :=
  (q ⬝ᵥ (A *ᵥ q)) / 2 - q ⬝ᵥ v
```

Charges and potentials are functions `n → ℝ` on a finite type `n` of atoms, `⬝ᵥ` is the dot product and `*ᵥ` applies a matrix to a vector. Symmetry of \(A\) is not assumed: \(q\cdot Aq\) depends only on the symmetric part of \(A\), and a Coulomb matrix is symmetric anyway.

Three definitions carry the conditions. `Neutral q` says that the charges sum to zero.

```lean
/-- The charges on the electrode atoms sum to zero. -/
def Neutral (q : n → ℝ) : Prop := ∑ i, q i = 0
```

`BoundedBelow A v` says that, at the potentials \(v\), one real number lies below the energies of all neutral charge vectors.

```lean
/-- At site potentials `v`, the energies of all neutral charge vectors lie above
a common finite value. -/
def BoundedBelow (A : Matrix n n ℝ) (v : n → ℝ) : Prop :=
  ∃ E₀ : ℝ, ∀ q, Neutral q → E₀ ≤ energy A v q
```

`Stable A` says that \(q\cdot Aq>0\) for every neutral \(q\neq0\).

```lean
/-- Every nonzero neutral charge vector has positive interaction energy. -/
def Stable (A : Matrix n n ℝ) : Prop :=
  ∀ q, Neutral q → q ≠ 0 → 0 < q ⬝ᵥ (A *ᵥ q)
```

The main theorem is that `BoundedBelow A v` holds for every \(v\) if and only if `Stable A` holds. It concerns a lower bound; the existence and uniqueness of the minimising charges follow from the same positivity by the usual argument for quadratic functions, but that is a further step which the file does not take.

## Zero total charge

Physically, neutrality means that charge moves between electrode atoms and none enters from outside. The derivation uses it through scaling: if \(q\) is neutral, so is \(tq\) for every real \(t\), because \(\sum_i tq_i=t\sum_i q_i=0\). A neutral pattern can thus be charged up indefinitely without leaving the allowed set.

```lean
/-- Multiplying a neutral charge vector by a number leaves it neutral. -/
theorem Neutral.smul {q : n → ℝ} (hq : Neutral q) (t : ℝ) : Neutral (t • q) := by
  unfold Neutral at *
  simp only [Pi.smul_apply, smul_eq_mul]
  rw [← Finset.mul_sum, hq, mul_zero]
```

Along such a ray the energy is

\[
E(tq)=\tfrac12t^2\,(q\cdot Aq)-t\,(q\cdot v),
\]

since the interaction term contains the charges twice and the bias term once. The proof moves the factors of \(t\) out of the products, and `ring` collects them.

```lean
/-- When a charge pattern `q` is scaled by `t`, its interaction energy grows as `t²` and
its coupling to the potential as `t`. -/
theorem energy_smul (A : Matrix n n ℝ) (v q : n → ℝ) (t : ℝ) :
    energy A v (t • q) = t ^ 2 * (q ⬝ᵥ (A *ᵥ q)) / 2 - t * (q ⬝ᵥ v) := by
  simp only [energy, Matrix.mulVec_smul, smul_dotProduct, dotProduct_smul, smul_eq_mul]
  ring
```

Without the constraint, positivity on neutral vectors is too weak a condition for a lower bound. Take two atoms with self-interactions 1 and 5 and mutual interaction \(5/2\). The neutral pattern \((x,-x)\) has interaction energy \((1+5-5)x^2=x^2\), which is positive for \(x\neq0\). The charged pattern \((5,-2)\) has \(25-50+20=-5\), so the energy over unrestricted charges has no lower bound. If the total charge may float, a lower bound at all site potentials requires positivity on all nonzero charge vectors.

## Every bias, and one bias

The theorem asks for a lower bound at all site potentials. This is a natural demand when the electrolyte moves, because the potentials at the electrode atoms then change from step to step.

Suppose that a neutral pattern has \(q\cdot Aq\le0\) and that the potentials favour it, \(q\cdot v>0\). For every \(t\), \(E(tq)\le-t\,(q\cdot v)\). Given any proposed bound \(E_0\), the choice \(t=(|E_0|+1)/(q\cdot v)\) gives \(E(tq)\le-|E_0|-1<E_0\). This is the charge catastrophe. For a nonzero \(q\), a bias that favours it is always available: \(v=q\), read as numbers, gives \(q\cdot v=q\cdot q>0\).

```lean
/-- The sum of the squared charges is positive unless all charges vanish. -/
theorem self_dot_pos {q : n → ℝ} (hq : q ≠ 0) : 0 < q ⬝ᵥ q := by
  have h0 : 0 ≤ q ⬝ᵥ q := Finset.sum_nonneg fun i _ => mul_self_nonneg (q i)
  exact lt_of_le_of_ne h0 fun h => hq (dotProduct_self_eq_zero.mp h.symm)
```

In `catastrophe_of_favoured` the same \(t\) is inserted into the supposed bound, and `linarith` finds the contradiction.

```lean
/-- Charge catastrophe: if a neutral charge pattern has nonpositive interaction energy and
the potentials favour it, `q·v > 0`, then the energy has no lower bound. -/
theorem catastrophe_of_favoured {A : Matrix n n ℝ} {v q : n → ℝ} (hq : Neutral q)
    (hA : q ⬝ᵥ (A *ᵥ q) ≤ 0) (hv : 0 < q ⬝ᵥ v) : ¬ BoundedBelow A v := by
  rintro ⟨E, hE⟩
  -- charge the pattern until the gain from the bias exceeds |E|
  have h := hE _ (hq.smul ((|E| + 1) / (q ⬝ᵥ v)))
  rw [energy_smul, div_mul_cancel₀ _ hv.ne'] at h
  have h2 := mul_nonpos_of_nonneg_of_nonpos (sq_nonneg ((|E| + 1) / (q ⬝ᵥ v))) hA
  linarith [neg_abs_le E]
```

The freedom to choose \(v\) matters in the marginal case \(q\cdot Aq=0\). If \(A=0\) and \(v=0\), every energy is zero and hence bounded, although `Stable A` fails as soon as there are two atoms. A lower bound at one bias therefore does not imply strict positivity.

If some neutral pattern has \(q\cdot Aq<0\), no choice of bias helps. The bias term cancels between the pattern and its reverse:

\[
\tfrac12\bigl[E(tq)+E(-tq)\bigr]=\tfrac12t^2\,(q\cdot Aq)\longrightarrow-\infty
\quad\text{as } t\to\infty .
\]

At least one of the two energies must then fall below any proposed bound.

```lean
/-- If some neutral charge pattern has negative interaction energy, then the energy has
no lower bound at any site potentials. -/
theorem catastrophe_at_every_bias {A : Matrix n n ℝ} {q : n → ℝ} (hq : Neutral q)
    (hA : q ⬝ᵥ (A *ᵥ q) < 0) (v : n → ℝ) : ¬ BoundedBelow A v := by
  rintro ⟨E, hE⟩
  obtain ⟨s, hs, hsa⟩ : ∃ s : ℝ, 0 ≤ s ∧ s * (-(q ⬝ᵥ (A *ᵥ q))) = 2 * |E| :=
    ⟨2 * |E| / (-(q ⬝ᵥ (A *ᵥ q))), div_nonneg (by positivity) (by linarith),
      div_mul_cancel₀ _ (by linarith : 0 < -(q ⬝ᵥ (A *ᵥ q))).ne'⟩
  -- the bias term cancels between the pattern and its reverse
  have h1 := hE _ (hq.smul (1 + s))
  have h2 := hE _ (hq.smul (-(1 + s)))
  rw [energy_smul] at h1 h2
  have h3 : 0 ≤ (s + s ^ 2) * (-(q ⬝ᵥ (A *ᵥ q))) :=
    mul_nonneg (by positivity) (by linarith)
  nlinarith [neg_abs_le E]
```

The proof takes \(t=1+s\), with \(s\ge0\) chosen so that \(-s\,(q\cdot Aq)=2|E|\), where \(E\) is now the supposed bound. Then \(-t^2(q\cdot Aq)>2|E|\), so the average lies below \(-|E|\). The lines `h1` and `h2` are the supposed bound at the pattern and at its reverse, and `nlinarith` combines them.

## Strict positivity on finitely many atoms

`Stable A` means that every departure from the uncharged state at zero total charge costs interaction energy. It fails when self-interactions are too small for the distance between atoms, for instance when charges are made too narrow in the interaction but their self-energy is not raised to match.

Positivity of each pattern separately is not yet a common lower bound. Such a bound follows from a stiffness \(c>0\) with \(q\cdot Aq\ge c\,q\cdot q\) for all neutral \(q\). With at least two atoms, consider the neutral vectors with \(q\cdot q=1\). They form a closed and bounded set in a finite-dimensional space, so the continuous function \(q\cdot Aq\) takes its least value \(c\) at some \(p\) in the set. As \(p\) is neutral and nonzero, \(c>0\). Any nonzero neutral \(q\) becomes a member of the set on multiplication by \(r=1/\sqrt{q\cdot q}\), so \(c\le r^2\,q\cdot Aq\), and multiplying by \(q\cdot q\) gives the claim. For \(q=0\) both sides vanish.

```lean
/-- If every nonzero neutral charge vector has positive interaction energy, then that energy
is at least a fixed positive stiffness `c` times the sum of the squared charges. -/
theorem Stable.exists_stiffness {A : Matrix n n ℝ} (hA : Stable A) :
    ∃ c : ℝ, 0 < c ∧ ∀ q, Neutral q → c * (q ⬝ᵥ q) ≤ q ⬝ᵥ (A *ᵥ q) := by
  let S : Set (n → ℝ) := {q | ∑ i, q i = 0 ∧ q ⬝ᵥ q = 1}
  have hcl : IsClosed S := by
    apply IsClosed.inter
    · exact isClosed_eq (by fun_prop) continuous_const
    · exact isClosed_eq (by simp only [dotProduct]; fun_prop) continuous_const
  have hsub : S ⊆ Metric.closedBall 0 1 := by
    intro q hq
    rw [mem_closedBall_zero_iff, pi_norm_le_iff_of_nonneg zero_le_one]
    intro i
    have h1 : q i * q i ≤ q ⬝ᵥ q :=
      Finset.single_le_sum (f := fun j => q j * q j)
        (fun j _ => mul_self_nonneg (q j)) (Finset.mem_univ i)
    rw [hq.2] at h1
    rw [Real.norm_eq_abs]
    exact abs_le.mpr ⟨by nlinarith, by nlinarith⟩
  have hS : IsCompact S := (isCompact_closedBall 0 1).of_isClosed_subset hcl hsub
  have hcont : Continuous fun q : n → ℝ => q ⬝ᵥ (A *ᵥ q) := by
    simp only [Matrix.mulVec, dotProduct]
    fun_prop
  -- every nonzero neutral vector can be normalised
  have hnorm : ∀ q, Neutral q → q ≠ 0 → ∃ r : ℝ, r ^ 2 * (q ⬝ᵥ q) = 1 ∧ r • q ∈ S := by
    intro q hq h0
    have hp := self_dot_pos h0
    have hr : (√(q ⬝ᵥ q))⁻¹ ^ 2 * (q ⬝ᵥ q) = 1 := by
      rw [inv_pow, Real.sq_sqrt hp.le, inv_mul_cancel₀ hp.ne']
    refine ⟨_, hr, hq.smul _, ?_⟩
    simp only [smul_dotProduct, dotProduct_smul, smul_eq_mul]
    linarith
  by_cases hne : S.Nonempty
  · -- the stiffness is the least interaction energy among neutral vectors with `q·q = 1`
    obtain ⟨p, hp, hmin⟩ := hS.exists_isMinOn hne hcont.continuousOn
    have hp0 : p ≠ 0 := by
      intro h
      have h1 := hp.2
      simp [h] at h1
    refine ⟨p ⬝ᵥ (A *ᵥ p), hA p hp.1 hp0, fun q hq => ?_⟩
    by_cases h0 : q = 0
    · simp [h0]
    obtain ⟨r, hr, hrS⟩ := hnorm q hq h0
    have h1 : p ⬝ᵥ (A *ᵥ p) ≤ (r • q) ⬝ᵥ (A *ᵥ (r • q)) := hmin hrS
    simp only [Matrix.mulVec_smul, smul_dotProduct, dotProduct_smul, smul_eq_mul] at h1
    calc p ⬝ᵥ (A *ᵥ p) * (q ⬝ᵥ q)
        ≤ (r * (r * (q ⬝ᵥ (A *ᵥ q)))) * (q ⬝ᵥ q) :=
          mul_le_mul_of_nonneg_right h1 (self_dot_pos h0).le
      _ = q ⬝ᵥ (A *ᵥ q) := by linear_combination (q ⬝ᵥ (A *ᵥ q)) * hr
  · refine ⟨1, one_pos, fun q hq => ?_⟩
    by_cases h0 : q = 0
    · simp [h0]
    obtain ⟨r, _, hrS⟩ := hnorm q hq h0
    exact absurd ⟨_, hrS⟩ hne
```

The central device is `IsCompact.exists_isMinOn`, called as `hS.exists_isMinOn hne hcont.continuousOn`. It takes a compact set, a proof that the set is nonempty and a function continuous on it, and returns a point of the set where the function is least. Two of these inputs shape the proof.

- **Compactness.** Mathlib gives `n → ℝ` the maximum norm, so for two or more atoms the set \(q\cdot q=1\) is not the unit sphere of that norm. The proof shows instead that the set `S` is closed and lies in the ball `Metric.closedBall 0 1`, because no \(|q_i|\) can exceed 1 when the squares sum to 1.
- **Nonemptiness.** With a single atom the only neutral charge is zero, and `S` is empty. The last branch of the proof handles this case with \(c=1\). Such an electrode is stable whatever its self-interaction.

Finiteness is what supplies the compactness. On an infinite chain of uncoupled atoms with self-interactions \(1/k\), \(k=1,2,\dots\), every nonzero pattern on finitely many atoms has positive interaction energy. The normalised neutral pair \((1,-1)/\sqrt2\) on atoms \(k\) and \(k+1\) has interaction energy \(\tfrac12\left(\tfrac1k+\tfrac1{k+1}\right)\), which tends to zero, so no positive stiffness exists.

Given \(c\), completing the square yields an explicit bound. From

\[
0\le(cq-v)\cdot(cq-v)=c^2\,q\cdot q-2c\,q\cdot v+v\cdot v,
\]

division by \(2c\) gives \(\tfrac c2\,q\cdot q-q\cdot v\ge-v\cdot v/(2c)\). Since \(q\cdot Aq\ge c\,q\cdot q\),

\[
E(q)\ge-\frac{v\cdot v}{2c}.
\]

A soft electrode, with small \(c\), thus has a weaker guarantee at the same bias.

```lean
/-- If a charge vector `q` obeys `q·Aq ≥ c q·q` with `c > 0`, its energy at site potentials
`v` is at least `-v·v/(2c)`. -/
theorem energy_lower_bound {A : Matrix n n ℝ} {c : ℝ} (hc : 0 < c) (v : n → ℝ)
    {q : n → ℝ} (h : c * (q ⬝ᵥ q) ≤ q ⬝ᵥ (A *ᵥ q)) :
    -(v ⬝ᵥ v) / (2 * c) ≤ energy A v q := by
  -- complete the square
  have hsq : 0 ≤ (c • q - v) ⬝ᵥ (c • q - v) :=
    Finset.sum_nonneg fun i _ => mul_self_nonneg ((c • q - v) i)
  simp only [sub_dotProduct, dotProduct_sub, smul_dotProduct, dotProduct_smul,
    smul_eq_mul, dotProduct_comm v q] at hsq
  rw [div_le_iff₀ (by positivity)]
  unfold energy
  nlinarith [mul_le_mul_of_nonneg_left h hc.le]
```

In the proof, `hsq` is the nonnegative square, `div_le_iff₀` clears the denominator, and `nlinarith` adds the stiffness inequality multiplied by \(c\).

The equivalence now follows. If some nonzero neutral \(q\) had \(q\cdot Aq\le0\), the bias \(v=q\) would cause a catastrophe. If there is none, the stiffness gives a bound at every \(v\).

```lean
/-- The energy over neutral charges is bounded below at all site potentials if and only if
every nonzero neutral charge vector has positive interaction energy. -/
theorem boundedBelow_forall_iff_stable (A : Matrix n n ℝ) :
    (∀ v, BoundedBelow A v) ↔ Stable A := by
  constructor
  · intro h q hq h0
    by_contra hneg
    -- the bias v = q drives the catastrophe
    exact catastrophe_of_favoured hq (not_lt.mp hneg) (self_dot_pos h0) (h q)
  · intro hA v
    obtain ⟨c, hc, hcA⟩ := hA.exists_stiffness
    exact ⟨_, fun q hq => energy_lower_bound hc v (hcA q hq)⟩
```

## Two atoms: \(2J<U_1+U_2\)

For two atoms with self-interactions \(U_1,U_2\) and mutual interaction \(J\), neutrality leaves \(q_1=-q_0\) in Lean's numbering, where \(U_1\) belongs to \(q_0\). Then

\[
q\cdot Aq=q_0^2\,(U_1+U_2-2J),
\]

which is positive for all \(q_0\neq0\) exactly when \(2J<U_1+U_2\). The mutual interaction must stay below the mean self-interaction. A bare Coulomb \(J\), growing as the inverse distance, violates this at short range if the self-interactions are held fixed.

```lean
/-- Two atoms with self-interactions `U₁`, `U₂` and mutual interaction `J` have energy
bounded below over neutral charges at all site potentials exactly when `2J < U₁ + U₂`. -/
theorem two_atom_criterion (U₁ U₂ J : ℝ) :
    (∀ v, BoundedBelow !![U₁, J; J, U₂] v) ↔ 2 * J < U₁ + U₂ := by
  rw [boundedBelow_forall_iff_stable]
  have hform : ∀ q : Fin 2 → ℝ, q ⬝ᵥ (!![U₁, J; J, U₂] *ᵥ q)
      = q 0 * (U₁ * q 0 + J * q 1) + q 1 * (J * q 0 + U₂ * q 1) := by
    intro q
    simp [Matrix.mulVec, dotProduct, Fin.sum_univ_two]
  constructor
  · intro h
    have h1 := h ![1, -1] (by simp [Neutral, Fin.sum_univ_two])
      (fun h0 => by simpa using congrFun h0 0)
    rw [hform] at h1
    norm_num at h1
    linarith
  · intro h q hq h0
    have h1 : q 1 = -q 0 := by
      unfold Neutral at hq
      rw [Fin.sum_univ_two] at hq
      linarith
    have h2 : q 0 ≠ 0 := by
      intro hz
      apply h0
      ext i
      fin_cases i
      · exact hz
      · simpa [hz] using h1
    have h3 : 0 < q 0 ^ 2 * (U₁ + U₂ - 2 * J) :=
      mul_pos (by positivity) (by linarith)
    rw [hform, h1]
    linarith

end

end ConstantPotentialStability
```

One direction of the proof tests the pattern `![1, -1]`, whose interaction energy is \(U_1+U_2-2J\), or half of that after normalisation to \(q\cdot q=1\). The other inserts \(q_1=-q_0\) and uses \(q_0\neq0\).

```lean
#print axioms ConstantPotentialStability.catastrophe_at_every_bias
-- 'ConstantPotentialStability.catastrophe_at_every_bias' depends on axioms: [propext, Classical.choice, Quot.sound]
#print axioms ConstantPotentialStability.boundedBelow_forall_iff_stable
-- 'ConstantPotentialStability.boundedBelow_forall_iff_stable' depends on axioms: [propext, Classical.choice, Quot.sound]
#print axioms ConstantPotentialStability.two_atom_criterion
-- 'ConstantPotentialStability.two_atom_criterion' depends on axioms: [propext, Classical.choice, Quot.sound]
```

## Potentials that are uniform on each electrode

The model lets every atom have its own potential. A different model would allow only one value per electrode, \(V_L\) on the left and \(V_R\) on the right, as for ideal metals with no electrolyte contribution in \(v\). `Stable A` would still be sufficient for a lower bound, but no longer necessary.

Take two atoms on the left, with both self-interactions and their mutual interaction equal to 1, and one uncoupled atom on the right with self-interaction 1. If the left electrode carries total charge \(Q\), the right one carries \(-Q\), and the energy is \(Q^2-(V_L-V_R)Q\ge-(V_L-V_R)^2/4\). It is bounded below at every such bias. Yet the pattern \((1,-1)\) on the left atoms has zero interaction energy, and a potential difference between those two atoms, such as a nearby ion produces, would drive it without limit.
